# A sum over finitely many sites is the terms of two distinct sites plus the sum over the rest

Let `V` be a finite set of vertices, which may be read as the sites of a molecule or lattice, and let `f` give each vertex a value in an additive commutative monoid. The lemma `sum_split` says that, for distinct `u` and `v`, the sum of `f` over all vertices is `f u` plus `f v` plus the sum over the vertices other than these two. It needs no edges and no Hamiltonian. The attempt takes out `u` in `h1` and `v` in `h2`, then uses `h3` to turn the sum over the remaining finite set into a sum over the subtype `Rest u v`.

Lean 4 with Mathlib refuses this proof:

```lean
import Mathlib

open scoped Classical
open Module

namespace PendantDeletion

variable {V : Type*}

/-- The vertices other than `u` and `v`. -/
abbrev Rest (u v : V) := {w : V // w ≠ u ∧ w ≠ v}

variable [Fintype V] {K : Type*} [Field K] {G : SimpleGraph V} {u v : V}

/-- A sum over all vertices splits into the terms of two distinct vertices and the rest. -/
theorem sum_split {M : Type*} [AddCommMonoid M] (huv : u ≠ v) (f : V → M) :
    ∑ j, f j = f u + (f v + ∑ j : Rest u v, f j.1) := by
  have h1 := Finset.add_sum_erase Finset.univ f (Finset.mem_univ u)
  have h2 := Finset.add_sum_erase (Finset.univ.erase u) f
    (Finset.mem_erase.2 ⟨huv.symm, Finset.mem_univ v⟩)
  have h3 := Finset.sum_subtype ((Finset.univ.erase u).erase v)
    (p := fun w => w ≠ u ∧ w ≠ v) (by intro x; simp [and_comm]) f
  rw [← h1, ← h2, h3]

end PendantDeletion
```

Compiling this gives:

```
Main.lean:21:13: error: don't know how to synthesize implicit argument `F`
  @Finset.sum_subtype V M inst✝ (fun w => w ≠ u ∧ w ≠ v) ?m.72 ((Finset.univ.erase u).erase v)
    (fun x =>
      of_eq_true
        (Eq.trans
          (congrFun'
            (congrArg Iff
              (Eq.trans Finset.mem_erase._simp_1
                (Eq.trans
                  (congrArg (And ¬x = v)
                    (Eq.trans Finset.mem_erase._simp_1
                      (Eq.trans (Eq.trans (congrArg (And ¬x = u) (Finset.mem_univ._simp_1 x)) sum_split._simp_1_1)
                        (true_and ¬x = u))))
                  sum_split._simp_1_1)))
            (¬x = u ∧ ¬x = v))
          (iff_self (¬x = u ∧ ¬x = v))))
    f
context:
V : Type u_1
inst✝¹ : Fintype V
u v : V
M : Type u_3
inst✝ : AddCommMonoid M
huv : u ≠ v
f : V → M
h1 : f u + ∑ x ∈ Finset.univ.erase u, f x = ∑ x, f x
h2 : f v + ∑ x ∈ (Finset.univ.erase u).erase v, f x = ∑ x ∈ Finset.univ.erase u, f x
⊢ Fintype { w // w ≠ u ∧ w ≠ v }
Main.lean:21:7: error: failed to infer `have` declaration type
Main.lean:17:54: error: unsolved goals
V : Type u_1
inst✝¹ : Fintype V
u v : V
M : Type u_3
inst✝ : AddCommMonoid M
huv : u ≠ v
f : V → M
h1 : f u + ∑ x ∈ Finset.univ.erase u, f x = ∑ x, f x
h2 : f v + ∑ x ∈ (Finset.univ.erase u).erase v, f x = ∑ x ∈ Finset.univ.erase u, f x
⊢ ∑ j, f j = f u + (f v + ∑ j, f ↑j)
```

What went wrong. The first message says that Lean cannot find the argument `F` of `Finset.sum_subtype`, a `Fintype` structure on the subtype of vertices other than `u` and `v`. This argument is an ordinary implicit one, so Lean fills it by unification and doesn't search for an instance. The `have` gave no type for `h3`, and neither the finite set, the membership proof nor `f` determines `F`.

The other two messages follow from this. The type of `h3` could not be inferred, and the main goal was left open because the proof stopped before the final `rw`.

The repair states the equation `h3` is to prove. Its right-hand side is a sum over `Rest u v`, and in reading that sum Lean finds the `Fintype` structure by instance search. Matching `Finset.sum_subtype` against the stated equation then fixes `F`. The lemma's explicit arguments and `p` are unchanged, and their new indentation is mere layout.

The mended proof, as a diff:

```diff
@@ -19,6 +19,7 @@
   have h2 := Finset.add_sum_erase (Finset.univ.erase u) f
     (Finset.mem_erase.2 ⟨huv.symm, Finset.mem_univ v⟩)
-  have h3 := Finset.sum_subtype ((Finset.univ.erase u).erase v)
-    (p := fun w => w ≠ u ∧ w ≠ v) (by intro x; simp [and_comm]) f
+  have h3 : ∑ j ∈ (Finset.univ.erase u).erase v, f j = ∑ j : Rest u v, f j.1 :=
+    Finset.sum_subtype ((Finset.univ.erase u).erase v)
+      (p := fun w => w ≠ u ∧ w ≠ v) (by intro x; simp [and_comm]) f
   rw [← h1, ← h2, h3]
 
```
